# The second-harmonic line shape of a sharp phonon threshold under sinusoidal modulation

## Bias, modulation and the threshold current

A junction is held at bias $V$ and modulated sinusoidally, so that the instantaneous bias is $V + A\cos t$. Here $t$ is the phase of the modulation, running over one cycle from $-\pi$ to $\pi$, and $A$ is the amplitude from zero to peak, not the rms value. For a current-voltage curve $I$, the second-harmonic lock-in signal is the second cosine Fourier coefficient of the current,

$$S_I(A,V) = \frac1\pi\int_{-\pi}^{\pi} I(V + A\cos t)\,\cos 2t\,dt .$$

The current is assumed to follow the bias instantaneously.

At zero temperature, an electron crossing the junction can emit a phonon only if the bias supplies the phonon energy. For a phonon of sharp energy, the inelastic channel therefore opens abruptly at a threshold $V_0>0$, the phonon energy divided by the elementary charge. Above it, the energy window for inelastic transport widens in proportion to the excess bias. With $x$ the bias measured from threshold, a channel of unit conductance carries the current $k(x) = \max(x,0)$. At positive bias, the whole junction is modelled by the current

$$I(V) = gV + \delta\,k(V-V_0),$$

where $g$ is the elastic conductance and $\delta$ is the conductance step at threshold. Both are constants put into the model, not computed from a microscopic theory.

## From the kink to a bump of exponent 3/2

For $A>0$ the signal of this junction is

$$S_I(A,V) = \delta\,\frac{4A}{3\pi}\cdot\frac12\left(1-\frac{(V-V_0)^2}{A^2}\right)^{3/2}\quad\text{if } |V-V_0|<A,$$

and zero otherwise. If also $\delta>0$, the signal is at least half its value at threshold exactly when $|V-V_0|\le A\sqrt{1-2^{-2/3}}$. The full width at half height is thus $2A\sqrt{1-2^{-2/3}}\approx 1.22\,A$. In inelastic electron tunnelling spectroscopy this is the width that the modulation alone gives to a phonon feature, in a model with one sharp threshold and no thermal or intrinsic broadening.

**A linear current.** Put

$$F(t) = x\sin t\cos t + A\left(\sin t - \tfrac23\sin^3 t\right).$$

Then

$$F'(t) = x(\cos^2 t-\sin^2 t) + A\cos t\,(1-2\sin^2 t) = (x+A\cos t)\cos 2t .$$

Since $\sin(\pm\pi)=0$, we have $F(\pi)=F(-\pi)=0$, and a linear current has no second harmonic over a full cycle.

**The modulation crosses the threshold.** Let $|x|<A$ and $\theta=\arccos(-x/A)$, so that $A\cos\theta=-x$ and $0<\theta<\pi$. The cosine decreases on $[0,\pi]$ and is even. Hence $x+A\cos t\ge 0$ for $|t|\le\theta$, and $x+A\cos t\le 0$ for $\theta\le|t|\le\pi$. Only the first range contributes, and $F$ is odd:

$$\int_{-\pi}^{\pi}k(x+A\cos t)\cos 2t\,dt = 2F(\theta) = 2x\sin\theta\cos\theta + 2A\sin\theta - \tfrac43A\sin^3\theta .$$

Substituting $x=-A\cos\theta$ turns the first two terms into $2A\sin\theta(1-\cos^2\theta)=2A\sin^3\theta$, so the integral is $\tfrac23A\sin^3\theta$. Moreover $\sin\theta>0$ and $\sin^2\theta=1-x^2/A^2$, which gives $\sin^3\theta=(1-x^2/A^2)^{3/2}$. Division by $\pi$ yields

$$S_k(A,x)=\frac{2A}{3\pi}\left(1-\frac{x^2}{A^2}\right)^{3/2}.$$

**The modulation does not cross the threshold.** If $x\ge A$, then $x+A\cos t\ge0$ throughout the cycle, the current is linear, and the signal vanishes. If $x\le -A$, the channel never carries current, and the signal is again zero.

**The full junction.** The integral is linear in the current. The ohmic part contributes zero, and the kink contributes $\delta\,S_k(A,V-V_0)$. This is the stated line shape.

**Half height.** At threshold the signal is $2A\delta/(3\pi)$, which is positive for $\delta>0$. For $|x|<A$, with $x=V-V_0$, the half-height condition is

$$\left(1-\frac{x^2}{A^2}\right)^{3/2}\ge\frac12
\iff 1-\frac{x^2}{A^2}\ge 2^{-2/3}
\iff |x|\le A\sqrt{1-2^{-2/3}} .$$

For $|x|\ge A$ the signal is zero, which is below half height, and such $x$ also violate the last inequality because the square root is less than 1.

## The model in Lean

```lean
import Mathlib

open Real

namespace IETSModulationBroadening

noncomputable section
```

The signal $S_I(A,V)$ is `secondHarmonic I A V`, defined for any function `I` from reals to reals. The amplitude comes before the bias in the argument list.

```lean
/-- The second-harmonic lock-in signal of a current-voltage curve `I` at bias `V`
under the modulation `A cos t`: the second cosine Fourier coefficient of the current. -/
def secondHarmonic (I : ℝ → ℝ) (A V : ℝ) : ℝ :=
  1 / π * ∫ t in (-π)..π, I (V + A * cos t) * cos (2 * t)
```

The kink $k$ is `thresholdCurrent`. Its argument is already measured from threshold.

```lean
/-- The current of an inelastic channel of unit conductance that opens sharply at zero
bias, measured from the phonon threshold. -/
def thresholdCurrent (x : ℝ) : ℝ := max x 0
```

The junction adds the elastic background and places the kink at `V₀`. It has a single threshold, so the corresponding opening at $-V_0$ is absent from the model. For $V\ge0$ and $A\le V_0$ this makes no difference to the signal, because the modulated bias never falls below $-V_0$.

```lean
/-- The current of a junction with elastic conductance `g`, whose conductance rises by `δ`
at the phonon threshold `V₀`. -/
def junctionCurrent (g δ V₀ V : ℝ) : ℝ := g * V + δ * thresholdCurrent (V - V₀)
```

## The linear current over part of a cycle

The theorem `integral_ramp` evaluates the integral of $(x+A\cos t)\cos 2t$ between arbitrary limits `a` and `b` as $F(b)-F(a)$. The proof supplies $F$ to the fundamental theorem of calculus and assembles its derivative from `h1`, `h2` and `h3`. The closing `linear_combination` uses $\sin^2t+\cos^2t=1$ to bring that derivative to the form of the integrand.

```lean
/-- The integral of a modulated linear current against the second harmonic, over any
part of the modulation cycle. -/
theorem integral_ramp (x A a b : ℝ) :
    ∫ t in a..b, (x + A * cos t) * cos (2 * t) =
      (x * (sin b * cos b) + A * (sin b - 2 / 3 * sin b ^ 3)) -
      (x * (sin a * cos a) + A * (sin a - 2 / 3 * sin a ^ 3)) := by
  refine intervalIntegral.integral_eq_sub_of_hasDerivAt
    (f := fun t => x * (sin t * cos t) + A * (sin t - 2 / 3 * sin t ^ 3))
    (fun t _ => ?_) (Continuous.intervalIntegrable (by fun_prop) _ _)
  have h3 : HasDerivAt (fun t => sin t ^ 3) (3 * sin t ^ 2 * cos t) t :=
    ((Real.hasDerivAt_sin t).fun_pow 3).congr_deriv (by norm_num)
  have h1 := ((Real.hasDerivAt_sin t).fun_mul (Real.hasDerivAt_cos t)).const_mul x
  have h2 := ((Real.hasDerivAt_sin t).fun_sub (h3.const_mul (2 / 3))).const_mul A
  refine (h1.fun_add h2).congr_deriv ?_
  rw [Real.cos_two_mul]
  linear_combination (-x - 2 * A * cos t) * Real.sin_sq_add_cos_sq t
```

## The signal within one amplitude of threshold

The next theorem is the formula for $S_k(A,x)$ when $|x|<A$. This hypothesis already forces $A>0$. The exponent `(3 / 2 : ℝ)` denotes a real power, and `hp` converts it to the cube of $\sin\theta$, using $\sin\theta\ge0$.

The angle $\theta$ enters with its defining relation `hc`, which is $A\cos\theta=-x$. The statement `hout` says that the integrand vanishes for $\theta\le|t|\le\pi$. From it follow `hL` and `hR`, the zero integrals over the two outer parts of the cycle. On the middle part, `hM` replaces the maximum by the linear current. Then `total` joins the three parts, applies `integral_ramp`, and carries out the substitution $x=-A\cos\theta$ to reach $\tfrac23A\sin^3\theta$.

```lean
/-- When the modulation sweeps across the threshold, `|x| < A`, the second harmonic of the sharp
kink is a bump with exponent `3/2`. -/
theorem secondHarmonic_inside {A x : ℝ} (h : |x| < A) :
    secondHarmonic thresholdCurrent A x =
      4 * A / (3 * π) * (1 / 2 * (1 - x ^ 2 / A ^ 2) ^ (3 / 2 : ℝ)) := by
  have hA : 0 < A := (abs_nonneg x).trans_lt h
  obtain ⟨h1, h2⟩ := abs_lt.mp h
  -- within the cycle, the bias is at or above threshold exactly for |t| ≤ θ
  obtain ⟨θ, hθ⟩ : ∃ θ, θ = arccos (-x / A) := ⟨_, rfl⟩
  have hc : A * cos θ = -x := by
    rw [hθ, Real.cos_arccos (by rw [le_div_iff₀ hA]; linarith)
      (by rw [div_le_iff₀ hA]; linarith)]
    exact mul_div_cancel₀ _ hA.ne'
  have h0 : 0 ≤ θ := by rw [hθ]; exact Real.arccos_nonneg _
  have hπ : θ ≤ π := by rw [hθ]; exact Real.arccos_le_pi _
  have hs : 0 ≤ sin θ := Real.sin_nonneg_of_nonneg_of_le_pi h0 hπ
  have hy : 1 - x ^ 2 / A ^ 2 = sin θ ^ 2 := by
    have hx : x ^ 2 = A ^ 2 * cos θ ^ 2 := by
      rw [← mul_pow, hc, neg_sq]
    rw [hx, mul_div_cancel_left₀ _ (pow_ne_zero 2 hA.ne'), Real.sin_sq]
  have hp : (sin θ ^ 2) ^ (3 / 2 : ℝ) = sin θ ^ 3 := by
    rw [← Real.rpow_natCast (sin θ) 2, ← Real.rpow_mul hs, ← Real.rpow_natCast (sin θ) 3]
    norm_num
  have hi : ∀ a b : ℝ, IntervalIntegrable
      (fun t => max (x + A * cos t) 0 * cos (2 * t)) MeasureTheory.volume a b := fun a b =>
    (Continuous.mul (Continuous.max (by fun_prop) (by fun_prop))
      (by fun_prop)).intervalIntegrable a b
  have hout : ∀ t, θ ≤ |t| → |t| ≤ π → max (x + A * cos t) 0 * cos (2 * t) = 0 := by
    intro t ha hb
    have h3 := Real.cos_le_cos_of_nonneg_of_le_pi h0 hb ha
    rw [Real.cos_abs] at h3
    have h4 := mul_le_mul_of_nonneg_left h3 hA.le
    rw [max_eq_right (by linarith), zero_mul]
  have hL : ∫ t in (-π)..(-θ), max (x + A * cos t) 0 * cos (2 * t) = 0 := by
    refine (intervalIntegral.integral_congr (g := fun _ => (0 : ℝ))
      fun t ht => ?_).trans (by simp)
    rw [Set.uIcc_of_le (by linarith)] at ht
    have hta : |t| = -t := abs_of_nonpos (by linarith [ht.2])
    exact hout t (by rw [hta]; linarith [ht.2]) (by rw [hta]; linarith [ht.1])
  have hR : ∫ t in θ..π, max (x + A * cos t) 0 * cos (2 * t) = 0 := by
    refine (intervalIntegral.integral_congr (g := fun _ => (0 : ℝ))
      fun t ht => ?_).trans (by simp)
    rw [Set.uIcc_of_le hπ] at ht
    have hta : |t| = t := abs_of_nonneg (by linarith [ht.1])
    exact hout t (by rw [hta]; exact ht.1) (by rw [hta]; exact ht.2)
  have hM : ∫ t in (-θ)..θ, max (x + A * cos t) 0 * cos (2 * t) =
      ∫ t in (-θ)..θ, (x + A * cos t) * cos (2 * t) := by
    refine intervalIntegral.integral_congr fun t ht => ?_
    rw [Set.uIcc_of_le (by linarith)] at ht
    have h3 := Real.cos_le_cos_of_nonneg_of_le_pi (abs_nonneg t) hπ (abs_le.mpr ⟨ht.1, ht.2⟩)
    rw [Real.cos_abs] at h3
    have h4 := mul_le_mul_of_nonneg_left h3 hA.le
    have h5 : max (x + A * cos t) 0 = x + A * cos t := max_eq_left (by linarith)
    simp only [h5]
  have total : ∫ t in (-π)..π, max (x + A * cos t) 0 * cos (2 * t) =
      2 / 3 * A * sin θ ^ 3 := by
    rw [← intervalIntegral.integral_add_adjacent_intervals (hi (-π) (-θ)) (hi (-θ) π),
      ← intervalIntegral.integral_add_adjacent_intervals (hi (-θ) θ) (hi θ π),
      hL, hM, hR, integral_ramp, Real.sin_neg, Real.cos_neg]
    linear_combination 2 * sin θ * cos θ * hc - 2 * A * sin θ * Real.sin_sq_add_cos_sq θ
  change 1 / π * (∫ t in (-π)..π, max (x + A * cos t) 0 * cos (2 * t)) = _
  rw [total, hy, hp]
  ring
```

## No signal without a crossing

For $|x|\ge A$ the proof splits into $x\ge A$ and $-x\ge A$. In each case `e` identifies the current throughout the cycle, as linear or as zero. The theorem allows $A=0$, where there is no modulation and the current is constant.

```lean
/-- When the modulation, of amplitude `A ≥ 0`, does not cross the threshold, the kink gives
no second harmonic. -/
theorem secondHarmonic_outside {A x : ℝ} (hA : 0 ≤ A) (h : A ≤ |x|) :
    secondHarmonic thresholdCurrent A x = 0 := by
  have key : ∫ t in (-π)..π, thresholdCurrent (x + A * cos t) * cos (2 * t) = 0 := by
    rcases le_abs.mp h with hx | hx
    · -- always open: a linear current
      have e : ∀ t, thresholdCurrent (x + A * cos t) = x + A * cos t := fun t =>
        max_eq_left (by
          nlinarith [mul_nonneg hA (by linarith [Real.neg_one_le_cos t] : 0 ≤ 1 + cos t)])
      simp only [e]
      rw [integral_ramp]
      simp
    · -- always closed: no current
      have e : ∀ t, thresholdCurrent (x + A * cos t) = 0 := fun t =>
        max_eq_right (by
          nlinarith [mul_nonneg hA (by linarith [Real.cos_le_one t] : 0 ≤ 1 - cos t)])
      simp [e]
  rw [secondHarmonic, key, mul_zero]
```

## Removing the ohmic background

The theorem `secondHarmonic_junction` holds for all real parameters. Its step `e` splits the integral into background and kink, rewriting $V+A\cos t-V_0$ as $(V-V_0)+A\cos t$. Its step `z` shows that the background integral is zero.

```lean
/-- The ohmic background drops out of the second harmonic, which is the conductance step
times the signal of the unit kink. -/
theorem secondHarmonic_junction (g δ V₀ A V : ℝ) :
    secondHarmonic (junctionCurrent g δ V₀) A V =
      δ * secondHarmonic thresholdCurrent A (V - V₀) := by
  have e : (∫ t in (-π)..π, junctionCurrent g δ V₀ (V + A * cos t) * cos (2 * t)) =
      g * (∫ t in (-π)..π, (V + A * cos t) * cos (2 * t)) +
      δ * (∫ t in (-π)..π, thresholdCurrent (V - V₀ + A * cos t) * cos (2 * t)) := by
    rw [← intervalIntegral.integral_const_mul, ← intervalIntegral.integral_const_mul,
      ← intervalIntegral.integral_add]
    · refine intervalIntegral.integral_congr fun t _ => ?_
      simp only [junctionCurrent]
      rw [show V + A * cos t - V₀ = V - V₀ + A * cos t by ring]
      ring
    · exact Continuous.intervalIntegrable (by fun_prop) _ _
    · unfold thresholdCurrent
      exact (continuous_const.mul (Continuous.mul (Continuous.max (by fun_prop)
        (by fun_prop)) (by fun_prop))).intervalIntegrable _ _
  have z : ∫ t in (-π)..π, (V + A * cos t) * cos (2 * t) = 0 := by
    rw [integral_ramp]
    simp
  unfold secondHarmonic
  rw [e, z]
  ring
```

## The line shape at every bias

The main formula combines the preceding results, with `if |V - V₀| < A` separating the two cases. At $|V-V_0|=A$ the bump has itself fallen to zero, so the two branches agree there. The step `δ` may have either sign: a drop in conductance at threshold gives a dip of the same shape.

```lean
/-- The modulation-broadened line shape of a sharp phonon threshold at `V₀`, for modulation
amplitude `A > 0`, at every bias `V`. -/
theorem modulation_lineshape (g δ V₀ V : ℝ) {A : ℝ} (hA : 0 < A) :
    secondHarmonic (junctionCurrent g δ V₀) A V =
      if |V - V₀| < A then
        δ * (4 * A / (3 * π) * (1 / 2 * (1 - (V - V₀) ^ 2 / A ^ 2) ^ (3 / 2 : ℝ)))
      else 0 := by
  rw [secondHarmonic_junction]
  split_ifs with h
  · rw [secondHarmonic_inside h]
  · rw [secondHarmonic_outside hA.le (not_lt.mp h), mul_zero]
```

## The width at half height

The last theorem is an equality of sets. On the left are all biases whose signal is at least half the signal at `V₀`, and on the right is the closed interval `Set.Icc` with endpoints $V_0\pm A\sqrt{1-2^{-2/3}}$. The full width is the distance between these endpoints. The hypothesis `hδ` makes the feature a peak.

In the proof, `p0` gives the height of the unit kink's signal at threshold, and `q2` states that $(2^{-2/3})^{3/2}=\tfrac12$. After that, $2^{-2/3}$ is abbreviated to `q`, and `hab` rewrites membership of the interval as a bound on $|V-V_0|$. Within one amplitude of threshold, `e1` cancels the positive prefactor and leaves a comparison of two powers. `Real.rpow_le_rpow_iff` reduces this to a comparison of their bases, and squaring the bound on $|x|$ completes the equivalence. Farther away, both sides of the equivalence are false: the signal is zero, and `hs` places the interval's endpoints less than one amplitude from threshold.

```lean
/-- For `A > 0` and a positive conductance step, the signal is at least half its value at
threshold exactly on an interval about `V₀` of full width `2 A √(1 - 2^(-2/3))`. -/
theorem half_height_interval (g V₀ : ℝ) {δ A : ℝ} (hδ : 0 < δ) (hA : 0 < A) :
    {V | secondHarmonic (junctionCurrent g δ V₀) A V₀ / 2 ≤
        secondHarmonic (junctionCurrent g δ V₀) A V} =
      Set.Icc (V₀ - A * √(1 - (2 : ℝ) ^ (-(2 / 3) : ℝ)))
        (V₀ + A * √(1 - (2 : ℝ) ^ (-(2 / 3) : ℝ))) := by
  have p0 : secondHarmonic thresholdCurrent A 0 = 4 * A / (3 * π) * (1 / 2) := by
    rw [secondHarmonic_inside (by simpa using hA)]
    simp
  have q0 : 0 < (2 : ℝ) ^ (-(2 / 3) : ℝ) := Real.rpow_pos_of_pos (by norm_num) _
  have q1 : (2 : ℝ) ^ (-(2 / 3) : ℝ) ≤ 1 :=
    Real.rpow_le_one_of_one_le_of_nonpos (by norm_num) (by norm_num)
  have q2 : ((2 : ℝ) ^ (-(2 / 3) : ℝ)) ^ (3 / 2 : ℝ) = 1 / 2 := by
    rw [← Real.rpow_mul (by norm_num), show (-(2 / 3) * (3 / 2) : ℝ) = -1 by norm_num,
      Real.rpow_neg_one]
    norm_num
  generalize (2 : ℝ) ^ (-(2 / 3) : ℝ) = q at q0 q1 q2 ⊢
  have hk : 0 < δ * (4 * A / (3 * π) * (1 / 2)) := by positivity
  ext V
  have hab : (V₀ - A * √(1 - q) ≤ V ∧ V ≤ V₀ + A * √(1 - q)) ↔
      |V - V₀| ≤ A * √(1 - q) := by
    rw [abs_le]
    constructor <;> rintro ⟨a, b⟩ <;> constructor <;> linarith
  rw [Set.mem_ofPred_eq, Set.mem_Icc, hab]
  simp only [secondHarmonic_junction, sub_self, p0]
  generalize V - V₀ = x
  by_cases hx : |x| < A
  · rw [secondHarmonic_inside hx]
    have hy : 0 ≤ 1 - x ^ 2 / A ^ 2 := by
      rw [sub_nonneg, div_le_one (by positivity)]
      exact sq_le_sq' (by linarith [(abs_lt.mp hx).1]) (abs_lt.mp hx).2.le
    -- compare the 3/2 powers, then their bases
    have e1 : δ * (4 * A / (3 * π) * (1 / 2)) / 2 ≤
        δ * (4 * A / (3 * π) * (1 / 2 * (1 - x ^ 2 / A ^ 2) ^ (3 / 2 : ℝ))) ↔
        q ^ (3 / 2 : ℝ) ≤ (1 - x ^ 2 / A ^ 2) ^ (3 / 2 : ℝ) := by
      rw [q2]
      generalize (1 - x ^ 2 / A ^ 2) ^ (3 / 2 : ℝ) = Y
      exact ⟨fun H => le_of_mul_le_mul_left (by linarith) hk, fun H => by
        have := mul_le_mul_of_nonneg_left H hk.le
        linarith⟩
    rw [e1, Real.rpow_le_rpow_iff q0.le hy (by norm_num),
      ← sq_le_sq₀ (abs_nonneg x) (by positivity), sq_abs, mul_pow,
      Real.sq_sqrt (by linarith), le_sub_comm, div_le_iff₀ (by positivity),
      mul_comm (1 - q)]
  · rw [secondHarmonic_outside hA.le (not_lt.mp hx), mul_zero]
    have hs : √(1 - q) < 1 := (Real.sqrt_lt' one_pos).mpr (by linarith)
    have hw := mul_lt_mul_of_pos_left hs hA
    exact ⟨fun H => by linarith, fun H => by linarith [not_lt.mp hx]⟩

end

end IETSModulationBroadening
```

```lean
#print axioms IETSModulationBroadening.secondHarmonic_inside
#print axioms IETSModulationBroadening.modulation_lineshape
#print axioms IETSModulationBroadening.half_height_interval
```

```
'IETSModulationBroadening.secondHarmonic_inside' depends on axioms: [propext, Classical.choice, Quot.sound]
'IETSModulationBroadening.modulation_lineshape' depends on axioms: [propext, Classical.choice, Quot.sound]
'IETSModulationBroadening.half_height_interval' depends on axioms: [propext, Classical.choice, Quot.sound]
```
